# Complementary blocks of a projection matrix carry the levels x and 1 − x with equal multiplicity when x is neither 0 nor 1

**Q.** Let me fix the definitions first. Non-interacting fermions fill orthonormal orbitals $\varphi_k$ on finitely many sites, and the sites are split into regions $A$ and $B$. The one-particle correlation matrix is
$$P_{ij}=\langle c_j^\dagger c_i\rangle=\sum_{k\ \text{filled}}\varphi_k(i)\,\varphi_k(j)^* .$$
It is Hermitian and satisfies $P^2=P$. I write $P_{AA}$ and $P_{BB}$ for its restrictions to the regions, and $P_{BA}$ for the block with rows in $B$ and columns in $A$, which takes vectors on $A$ to vectors on $B$. The physical claim is that each eigenvalue $x$ of $P_{AA}$ with $0<x<1$ is matched by an eigenvalue $1-x$ of $P_{BB}$, with the same multiplicity. Can you derive that before showing me any code?

**A.** Yes. Suppose $P_{AA}v=xv$. The $BA$ block of $P^2=P$ reads $P_{BA}P_{AA}+P_{BB}P_{BA}=P_{BA}$. Applied to $v$, it gives
$$x\,P_{BA}v+P_{BB}P_{BA}v=P_{BA}v,\qquad\text{so}\qquad P_{BB}(P_{BA}v)=(1-x)\,P_{BA}v .$$
The $AA$ block reads $P_{AA}^2+P_{AB}P_{BA}=P_{AA}$. Applied to $v$, it gives
$$x^2v+P_{AB}P_{BA}v=xv,\qquad\text{so}\qquad P_{AB}P_{BA}v=x(1-x)\,v .$$
If $x\neq0,1$ and $P_{BA}v=0$, the last equation forces $v=0$. So $P_{BA}$ maps the eigenspace of $P_{AA}$ at $x$ injectively into that of $P_{BB}$ at $1-x$, and the first dimension is at most the second. Now exchange the regions and start from $1-x$, which is also neither 0 nor 1. Since $1-(1-x)=x$, this gives the opposite inequality, and the dimensions are equal.

**Q.** I accept that. What do the regions and the multiplicity become in Lean?

**A.** The regions are finite types `A` and `B`, and the set of all sites is the disjoint union `A ⊕ B`. Either region may be empty.

```lean
import Mathlib

open Matrix

namespace EntanglementSpectrumDuality

noncomputable section

variable {A B : Type*} [Fintype A] [Fintype B]
```

The multiplicity is the dimension of the eigenspace, and it is 0 when `x` is not an eigenvalue.

```lean
/-- The multiplicity of the level `x` of a matrix `M`: the dimension of the space of
vectors `v` with `M v = x v`. -/
def levelMultiplicity {n : Type*} [Fintype n] (M : Matrix n n ℂ) (x : ℂ) : ℕ :=
  Module.finrank ℂ (Module.End.eigenspace M.mulVecLin x)
```

**Q.** "Level" usually means an entanglement energy $\varepsilon$. Here it seems to be an occupation.

**A.** It is an occupation, an eigenvalue of the block. The two are related by $x=1/(e^{\varepsilon}+1)$, so $x\mapsto1-x$ is $\varepsilon\mapsto-\varepsilon$. That relation belongs to the step from the model to the many-body state: for a Slater determinant, Wick's theorem makes the reduced density matrix of $A$ Gaussian and fixes it through $P_{AA}$. The Lean statements concern the matrix $P$ alone and do not include that step.

**Q.** An eigenspace dimension is only the geometric multiplicity.

**A.** In general, yes. For Hermitian $P$ the blocks are Hermitian too, hence diagonalisable, and the geometric multiplicity is the usual one.

**Q.** Then show me where your two block equations appear.

**A.** The first is `partner_mode`. In the code `toBlocks₁₁` is $P_{AA}$, `toBlocks₂₂` is $P_{BB}$, `toBlocks₂₁` is $P_{BA}$, and `*ᵥ` applies a matrix to a vector. The proof splits `P * P = P` into its four block equations, selects the $BA$ one, applies it to `v`, and rearranges with `linear_combination`.

```lean
/-- If `P² = P` and `v` is a mode of the block `P_AA` at level `x`, then `P_BA v` satisfies
the eigenvalue equation of `P_BB` at level `1 - x`. -/
theorem partner_mode {P : Matrix (A ⊕ B) (A ⊕ B) ℂ} (hP : P * P = P) {x : ℂ} {v : A → ℂ}
    (hv : P.toBlocks₁₁ *ᵥ v = x • v) :
    P.toBlocks₂₂ *ᵥ (P.toBlocks₂₁ *ᵥ v) = (1 - x) • (P.toBlocks₂₁ *ᵥ v) := by
  -- the BA block of `P² = P`, applied to `v`
  have h := hP
  rw [← fromBlocks_toBlocks P, fromBlocks_multiply, fromBlocks_inj] at h
  have h' := congrArg (fun M => M *ᵥ v) h.2.2.1
  simp only [Matrix.add_mulVec, ← Matrix.mulVec_mulVec, hv, Matrix.mulVec_smul] at h'
  linear_combination (norm := module) h'
```

The vector `v` may be zero here, so the lemma states an eigenvalue equation and does not promise a nonzero partner. The second equation supplies what is missing. Its proof is the same with the $AA$ block selected.

```lean
/-- If `P² = P`, going from `A` to `B` and back with the off-diagonal blocks multiplies
a mode of `P_AA` at level `x` by `x (1 - x)`. -/
theorem round_trip {P : Matrix (A ⊕ B) (A ⊕ B) ℂ} (hP : P * P = P) {x : ℂ} {v : A → ℂ}
    (hv : P.toBlocks₁₁ *ᵥ v = x • v) :
    P.toBlocks₁₂ *ᵥ (P.toBlocks₂₁ *ᵥ v) = (x * (1 - x)) • v := by
  -- the AA block of `P² = P`, applied to `v`
  have h := hP
  rw [← fromBlocks_toBlocks P, fromBlocks_multiply, fromBlocks_inj] at h
  have h' := congrArg (fun M => M *ᵥ v) h.1
  simp only [Matrix.add_mulVec, ← Matrix.mulVec_mulVec, hv, Matrix.mulVec_smul] at h'
  linear_combination (norm := module) h'
```

**Q.** And the counting?

**A.** In `multiplicity_le`, `hmap` records that $P_{BA}$ sends one eigenspace into the other. The restricted map is then shown to be injective: if $P_{BA}v=0$, the round trip gives $x(1-x)v=0$, and the two conditions on $x$ leave only $v=0$. An injective linear map cannot lower the dimension.

```lean
/-- For `P² = P` and a level `x` other than 0 and 1, the multiplicity of `x` in `P_AA` is
at most that of `1 - x` in `P_BB`. -/
theorem multiplicity_le {P : Matrix (A ⊕ B) (A ⊕ B) ℂ} (hP : P * P = P) {x : ℂ}
    (hx0 : x ≠ 0) (hx1 : x ≠ 1) :
    levelMultiplicity P.toBlocks₁₁ x ≤ levelMultiplicity P.toBlocks₂₂ (1 - x) := by
  have hmap : ∀ v ∈ Module.End.eigenspace P.toBlocks₁₁.mulVecLin x,
      P.toBlocks₂₁.mulVecLin v ∈ Module.End.eigenspace P.toBlocks₂₂.mulVecLin (1 - x) :=
    fun v hv => Module.End.mem_eigenspace_iff.2
      (partner_mode hP (Module.End.mem_eigenspace_iff.1 hv))
  -- the partner map loses no mode, because the round trip is a nonzero multiple of `v`
  refine LinearMap.finrank_le_finrank_of_injective
    (f := P.toBlocks₂₁.mulVecLin.restrict hmap) ?_
  refine (injective_iff_map_eq_zero _).2 fun v hv => ?_
  have h0 : P.toBlocks₂₁ *ᵥ v.1 = 0 := congrArg Subtype.val hv
  have h := round_trip hP (Module.End.mem_eigenspace_iff.1 v.2)
  rw [h0, Matrix.mulVec_zero] at h
  exact Subtype.ext ((smul_eq_zero.1 h.symm).resolve_left
    (mul_ne_zero hx0 (sub_ne_zero.2 hx1.symm)))
```

**Q.** So the main theorem needs only the exchange of regions.

**A.** Right. `hQ` says that the matrix with the two regions relabelled is still a projection. Its first diagonal block is $P_{BB}$, so the inequality can be used again at $1-x$, and `le_antisymm` joins the two halves.

```lean
/-- **Entanglement spectrum duality.** For a projection matrix `P` (`P² = P`, Hermitian or
not) on the sites `A ⊕ B` and `x` other than 0 and 1, the level `x` of `P_AA` has the same
multiplicity as the level `1 - x` of `P_BB`. -/
theorem entanglement_duality {P : Matrix (A ⊕ B) (A ⊕ B) ℂ} (hP : P * P = P) {x : ℂ}
    (hx0 : x ≠ 0) (hx1 : x ≠ 1) :
    levelMultiplicity P.toBlocks₁₁ x = levelMultiplicity P.toBlocks₂₂ (1 - x) := by
  -- the same projector with the names of the two regions exchanged
  have hQ : P.submatrix (Equiv.sumComm B A) (Equiv.sumComm B A) *
      P.submatrix (Equiv.sumComm B A) (Equiv.sumComm B A) =
      P.submatrix (Equiv.sumComm B A) (Equiv.sumComm B A) := by
    rw [Matrix.submatrix_mul_equiv, hP]
  have h := multiplicity_le hQ (x := 1 - x) (sub_ne_zero.2 hx1.symm)
    (fun h => hx0 (by linear_combination -h))
  rw [sub_sub_cancel] at h
  exact le_antisymm (multiplicity_le hP hx0 hx1) h
```

**Q.** This has complex `x` and no Hermiticity. Is it still my statement?

**A.** It contains yours: take $P$ Hermitian and $x$ real with $0<x<1$. The hypothesis that carries the physics is `P * P = P`, which for Hermitian $P$ says that each eigenvector of $P$ is an orbital either completely filled or completely empty. A thermal state has fractional occupations, its correlation matrix is not a projection, and the theorem says nothing about it.

**Q.** What does the result give someone who computes entanglement spectra?

**A.** For a finite non-interacting lattice in a Slater determinant, diagonalising the block of the smaller region already yields all levels of the larger one strictly between 0 and 1.

**Q.** In topological band models one often cuts a chain into mirror-image halves and sees a spectrum symmetric about $1/2$. Does that follow?

**A.** For the levels other than 0 and 1 it does, if the exchange of halves is a symmetry of $P$ itself. Both halves are then labelled by the same type `A`, and `hsym` says that swapping each site with its image leaves every matrix entry unchanged. This makes $P_{BB}=P_{AA}$, and the duality becomes a statement about a single block. If the mirror operation also mixes the local basis functions or attaches signs, `hsym` need not hold. A unitary that exchanges the halves and commutes with $P$ still makes $P_{BB}$ unitarily equivalent to $P_{AA}$, so the same symmetry follows from the duality, but that version is not proved in the code here.

```lean
/-- If exchanging two equal halves is a symmetry of the projection matrix `P`, the levels of
one half other than 0 and 1 are symmetric, with multiplicity, under `x ↦ 1 - x`. -/
theorem mirror_symmetric_spectrum {P : Matrix (A ⊕ A) (A ⊕ A) ℂ} (hP : P * P = P)
    (hsym : P.submatrix Sum.swap Sum.swap = P) {x : ℂ} (hx0 : x ≠ 0) (hx1 : x ≠ 1) :
    levelMultiplicity P.toBlocks₁₁ x = levelMultiplicity P.toBlocks₁₁ (1 - x) := by
  have h : P.toBlocks₂₂ = P.toBlocks₁₁ := by
    ext i j
    exact congrFun (congrFun hsym (Sum.inl i)) (Sum.inl j)
  have hd := entanglement_duality hP hx0 hx1
  rwa [h] at hd
```

**Q.** You allowed any complex number as a level. Occupations should lie between 0 and 1.

**A.** This is where Hermiticity comes in. It gives $P_{BA}^\dagger=P_{AB}$, so for real $x$
$$\|P_{BA}v\|^2=v^\dagger P_{AB}P_{BA}v=x(1-x)\,\|v\|^2 .$$
The code leaves `v` unnormalised. For a normalised $v$ the partner has squared norm $x(1-x)$, so when $0<x<1$ the normalised partner is $P_{BA}v/\sqrt{x(1-x)}$. In the proof, `hadj` is the adjoint relation, and `h` moves $P_{BA}$ across the inner product and inserts the round trip.

```lean
/-- For a Hermitian projection matrix, the partner `P_BA v` of a mode `v` of `P_AA` at the
real level `x` has squared norm `x (1 - x)` times that of `v`. -/
theorem partner_weight {P : Matrix (A ⊕ B) (A ⊕ B) ℂ} (hP : P * P = P)
    (hH : P.IsHermitian) {x : ℝ} {v : A → ℂ} (hv : P.toBlocks₁₁ *ᵥ v = (x : ℂ) • v) :
    ∑ j, ‖(P.toBlocks₂₁ *ᵥ v) j‖ ^ 2 = x * (1 - x) * ∑ i, ‖v i‖ ^ 2 := by
  have hadj : P.toBlocks₂₁ᴴ = P.toBlocks₁₂ := by
    ext i j
    exact hH.apply (Sum.inl i) (Sum.inr j)
  -- move `P_BA` to the other side of the inner product and use the round trip
  have h : star (P.toBlocks₂₁ *ᵥ v) ⬝ᵥ (P.toBlocks₂₁ *ᵥ v) =
      ((x : ℂ) * (1 - x)) * (star v ⬝ᵥ v) := by
    rw [Matrix.star_mulVec, ← Matrix.dotProduct_mulVec, hadj, round_trip hP hv,
      dotProduct_smul, smul_eq_mul]
  simp only [dotProduct, Pi.star_apply, Complex.star_def, Complex.conj_mul'] at h
  exact_mod_cast h
```

If $v\neq0$, then $\|v\|^2>0$, while the left side is not negative. Hence $x(1-x)\ge0$. A value $x<0$ or $x>1$ would make this product negative, so $0\le x\le1$. In Lean, `hS` and `hT` are the two sign facts, and `nlinarith` draws the last conclusion.

```lean
/-- For a Hermitian projection matrix, every real level of `P_AA` lies between 0 and 1. -/
theorem level_mem_Icc {P : Matrix (A ⊕ B) (A ⊕ B) ℂ} (hP : P * P = P)
    (hH : P.IsHermitian) {x : ℝ} {v : A → ℂ} (hv0 : v ≠ 0)
    (hv : P.toBlocks₁₁ *ᵥ v = (x : ℂ) • v) : 0 ≤ x ∧ x ≤ 1 := by
  obtain ⟨i, hi⟩ := Function.ne_iff.1 hv0
  have hi' : 0 < ‖v i‖ := norm_pos_iff.2 hi
  have hS : 0 < ∑ i, ‖v i‖ ^ 2 :=
    Finset.sum_pos' (fun _ _ => by positivity) ⟨i, Finset.mem_univ i, by positivity⟩
  have hT : 0 ≤ ∑ j, ‖(P.toBlocks₂₁ *ᵥ v) j‖ ^ 2 :=
    Finset.sum_nonneg fun _ _ => by positivity
  rw [partner_weight hP hH hv] at hT
  have hx : 0 ≤ x * (1 - x) := by
    by_contra hneg
    have := mul_neg_of_neg_of_pos (not_le.1 hneg) hS
    linarith
  constructor <;> nlinarith [sq_nonneg x, sq_nonneg (x - 1)]
```

The theorem takes `x` real from the start. That is no loss, because a Hermitian block has only real eigenvalues.

**Q.** Why exclude 0 and 1? Are they a technical nuisance?

**A.** No, the equality can really fail there. Fill every site, so that $P$ is the identity. Then $P_{AA}$ has level 1 with multiplicity equal to the number of sites in $A$, while $P_{BB}$ is also an identity matrix and has no level 0. As soon as $A$ has a site, the two multiplicities differ. Read from $B$ to $A$, the same example rules out $x=0$. Physically, an orbital confined to one region is not entangled with the other and needs no partner there.

```lean
/-- The duality fails at `x = 1` if `A` is nonempty: for the identity projector the level 1 of the
`A` block has multiplicity `card A`, while the level 0 of the `B` block has multiplicity 0. -/
theorem duality_fails_at_one [DecidableEq A] [DecidableEq B] :
    levelMultiplicity (1 : Matrix (A ⊕ B) (A ⊕ B) ℂ).toBlocks₁₁ 1 = Fintype.card A ∧
    levelMultiplicity (1 : Matrix (A ⊕ B) (A ⊕ B) ℂ).toBlocks₂₂ 0 = 0 := by
  have hA : (1 : Matrix (A ⊕ B) (A ⊕ B) ℂ).toBlocks₁₁ = 1 := by
    ext i j
    simp [Matrix.toBlocks₁₁, Matrix.one_apply]
  have hB : (1 : Matrix (A ⊕ B) (A ⊕ B) ℂ).toBlocks₂₂ = 1 := by
    ext i j
    simp [Matrix.toBlocks₂₂, Matrix.one_apply]
  rw [hA, hB]
  constructor
  · have h : Module.End.eigenspace (1 : Matrix A A ℂ).mulVecLin 1 = ⊤ := by
      rw [Submodule.eq_top_iff']
      intro v
      rw [Module.End.mem_eigenspace_iff]
      simp
    rw [levelMultiplicity, h, finrank_top, Module.finrank_fintype_fun_eq_card]
  · have h : Module.End.eigenspace (1 : Matrix B B ℂ).mulVecLin 0 = ⊥ := by
      rw [Submodule.eq_bot_iff]
      intro v hv
      have hv' := Module.End.mem_eigenspace_iff.1 hv
      simpa using hv'
    rw [levelMultiplicity, h, finrank_bot]
```

The proof identifies both blocks as identity matrices, then shows that the first eigenspace is the whole space and the second contains only the zero vector.

**Q.** One last doubt. Show me a projection with a level strictly inside the interval, so that I know the theorem has something to act on.

**A.** Take one particle in an orbital on two sites, with amplitudes $\cos\theta$ and $\sin\theta$. Each region is a single site, represented by the one-element type `Unit`.

```lean
/-- An orbital on two sites with amplitudes `cos θ` and `sin θ`. -/
def orbital (θ : ℝ) : Unit ⊕ Unit → ℂ :=
  Sum.elim (fun _ => ((Real.cos θ : ℝ) : ℂ)) (fun _ => ((Real.sin θ : ℝ) : ℂ))
```

The amplitudes are real, so the projector has entries $u_iu_j$ without a complex conjugate, where $u$ is the orbital:
$$P=\begin{pmatrix}\cos^2\theta&\cos\theta\sin\theta\\ \cos\theta\sin\theta&\sin^2\theta\end{pmatrix}.$$

```lean
/-- The matrix with entries `u i * u j`, where `u` is the two-site orbital. -/
def dimerProjector (θ : ℝ) : Matrix (Unit ⊕ Unit) (Unit ⊕ Unit) ℂ :=
  Matrix.of fun i j => orbital θ i * orbital θ j
```

Because $\cos^2\theta+\sin^2\theta=1$, we get $\sum_k u_iu_k\,u_ku_j=u_iu_j$, which is $P^2=P$. The matrix is real and symmetric, hence Hermitian. Its first block is the number $\cos^2\theta$, acting on the one-component vector 1. The Lean proof takes these three points in the same order, with `hnorm` for the normalisation and `hreal` for the real amplitudes.

```lean
/-- The dimer matrix is a Hermitian projection, and its first site carries the
level `cos² θ`. -/
theorem dimerProjector_witness (θ : ℝ) :
    dimerProjector θ * dimerProjector θ = dimerProjector θ ∧
    (dimerProjector θ).IsHermitian ∧
    (dimerProjector θ).toBlocks₁₁ *ᵥ (fun _ => 1) =
      ((Real.cos θ : ℂ) ^ 2) • (fun _ => 1) := by
  have hnorm : ∑ k, orbital θ k * orbital θ k = 1 := by
    simp [orbital, Fintype.sum_sum_type]
    linear_combination Complex.sin_sq_add_cos_sq (θ : ℂ)
  have hreal : ∀ i, star (orbital θ i) = orbital θ i := by
    rintro (i | i) <;> exact Complex.conj_ofReal _
  refine ⟨?_, ?_, ?_⟩
  · ext i j
    rw [Matrix.mul_apply]
    calc ∑ k, orbital θ i * orbital θ k * (orbital θ k * orbital θ j)
        = orbital θ i * orbital θ j * ∑ k, orbital θ k * orbital θ k := by
          rw [Finset.mul_sum]
          exact Finset.sum_congr rfl fun k _ => by ring
      _ = orbital θ i * orbital θ j := by rw [hnorm, mul_one]
  · refine Matrix.IsHermitian.ext fun i j => ?_
    change star (orbital θ j * orbital θ i) = orbital θ i * orbital θ j
    rw [star_mul, hreal, hreal]
  · ext i
    simp [Matrix.mulVec, dotProduct, Matrix.toBlocks₁₁, dimerProjector, orbital, sq]

end

end EntanglementSpectrumDuality
```

**Q.** And the second site has $\sin^2\theta=1-\cos^2\theta$, as it should.

**A.** Yes, you can read it off the matrix. When neither amplitude vanishes, $\cos^2\theta$ lies strictly between 0 and 1 and the duality applies. The partner of the vector 1 is then the number $\cos\theta\sin\theta$, whose square is $x(1-x)$ with $x=\cos^2\theta$.

```lean
#print axioms EntanglementSpectrumDuality.mirror_symmetric_spectrum
-- 'EntanglementSpectrumDuality.mirror_symmetric_spectrum' depends on axioms: [propext, Classical.choice, Quot.sound]
#print axioms EntanglementSpectrumDuality.level_mem_Icc
-- 'EntanglementSpectrumDuality.level_mem_Icc' depends on axioms: [propext, Classical.choice, Quot.sound]
#print axioms EntanglementSpectrumDuality.duality_fails_at_one
-- 'EntanglementSpectrumDuality.duality_fails_at_one' depends on axioms: [propext, Classical.choice, Quot.sound]
```
